# A strict Fowler–Nordheim bound for WKB tunnelling through a triangular barrier

For free electrons tunnelling out of a metal at zero temperature through a triangular barrier, weight the WKB tunnelling factor by the depth of the normal energy below the Fermi level and integrate over the filled band. The result is strictly less than the square of an explicit energy scale times the tunnelling factor at the Fermi level. This holds for every positive field and work function and every band depth. A lower bound, with the energy scale taken at the bottom of the band and an extra factor for the finite band depth, encloses the integral from the other side.

## The emitter and its barrier

A strong field at a metal surface tilts the potential outside, so that electrons can tunnel into the vacuum. Units have $\hbar=m=1$. Let $F$ be the force on the electron (charge times field) and $W$ the height of the barrier top above the electron's energy of motion normal to the surface. At distance $x$ from the surface the remaining barrier is $W-Fx$, which vanishes at the turning point $W/F$. The WKB exponent is twice the integral of the magnitude of the imaginary momentum,

$$G(W)=2\int_0^{W/F}\sqrt{2(W-Fx)}\,dx .$$

```lean
import Mathlib

open Topology

namespace FowlerNordheim

noncomputable section
```

In Lean this is `barrierExponent F W`, defined as the integral itself and not by a closed formula.

```lean
/-- The WKB exponent of the triangular barrier `W - F x`: twice the integral of the imaginary
momentum from the surface to the turning point `W / F`, for `F > 0`, `W ≥ 0` and `ħ = m = 1`. -/
def barrierExponent (F W : ℝ) : ℝ :=
  2 * ∫ x in (0 : ℝ)..(W / F), √(2 * (W - F * x))
```

The energy scale is $d(W)=F/(2\sqrt{2W})$, written `decayEnergy F W`.

```lean
/-- The energy scale `d = F / (2 √(2 W))` at barrier height `W`, for `W > 0`. -/
def decayEnergy (F W : ℝ) : ℝ := F / (2 * √(2 * W))
```

Let $\varphi$ be the work function and $\mu$ the depth of the band, measured from the Fermi level down to the band bottom. The letter $e$ is an energy here, not a charge: it is the depth of the normal energy below the Fermi level. The supply integral is

$$S=\int_0^\mu e\,\exp(-G(\varphi+e))\,de .$$

The weight $e$ is postulated. It stands for the transverse motion of free electrons: at normal depth $e$ the filled states have transverse energies from $0$ to $e$, and the density of states in two dimensions is constant. The normal velocity, which turns a density into a current, cancels against the one-dimensional density of states in the normal energy. Up to a constant prefactor, $S$ is the emitted current density of non-interacting electrons in this model.

```lean
/-- The supply integral: electrons whose normal energy lies `e` below the Fermi level reach the
surface at a rate proportional to `e` and meet a barrier of height `φ + e`; the band has depth `μ`.
-/
def supplyIntegral (F φ μ : ℝ) : ℝ :=
  ∫ e in (0 : ℝ)..μ, e * Real.exp (-barrierExponent F (φ + e))
```

The model takes $\exp(-G)$ for the transmission probability, with a sharp triangular barrier and no image force. The definitions adopt this; no theorem derives it.

## (a) The three-halves power

**Task.** For $x>0$, show that
$$x^{3/2}=x\sqrt x .$$

**Solution.** Split the exponent as $3/2=1+1/2$, so that $x^{3/2}=x^1x^{1/2}$. The Lean proof makes the same split with `Real.rpow_add`.

```lean
/-- For positive `x`, the power `x ^ (3/2)` is `x √x`. -/
lemma rpow_three_halves {x : ℝ} (hx : 0 < x) : x ^ (3 / 2 : ℝ) = x * √x := by
  rw [show (3 / 2 : ℝ) = 1 + 1 / 2 by norm_num, Real.rpow_add hx, Real.rpow_one,
    ← Real.sqrt_eq_rpow]
```

## (b) The exponent in closed form

**Task.** For $F,W>0$, show that
$$G(W)=\frac{4\sqrt2\,W^{3/2}}{3F}.$$

**Solution.** An antiderivative of the integrand is $-(2(W-Fx))^{3/2}/(3F)$, since
$$-\frac{1}{3F}\cdot\frac32\,(2(W-Fx))^{1/2}\cdot(-2F)=\sqrt{2(W-Fx)} .$$
It vanishes at $x=W/F$ and equals $-(2W)^{3/2}/(3F)$ at $x=0$. Hence
$$G(W)=\frac{2(2W)^{3/2}}{3F}=\frac{4\sqrt2\,W^{3/2}}{3F},$$
because $2^{3/2}=2\sqrt2$ by (a).

In the code, `hd` is the derivative of the antiderivative. It holds at the turning point too, because the power $3/2$ is at least $1$. The fundamental theorem of calculus then gives the integral, and `e2` and `e3` evaluate the two ends.

```lean
/-- For positive field and barrier height, the exponent of the triangular barrier is
`4 √2 W ^ (3/2) / (3 F)`. -/
theorem barrierExponent_eq {F W : ℝ} (hF : 0 < F) (hW : 0 < W) :
    barrierExponent F W = 4 * √2 * W ^ (3 / 2 : ℝ) / (3 * F) := by
  -- an antiderivative of the imaginary momentum, valid up to the turning point
  have hd : ∀ x ∈ Set.uIcc 0 (W / F),
      HasDerivAt (fun y : ℝ => -(2 * (W - F * y)) ^ (3 / 2 : ℝ) / (3 * F))
        (√(2 * (W - F * x))) x := by
    intro x _
    have h1 : HasDerivAt (fun y : ℝ => 2 * (W - F * y)) (-(2 * F)) x := by
      have h := (((hasDerivAt_id' x).const_mul F).const_sub W).const_mul 2
      exact h.congr_deriv (by ring)
    have h2 := ((h1.rpow_const (p := 3 / 2) (Or.inr (by norm_num))).fun_neg).div_const (3 * F)
    refine h2.congr_deriv ?_
    rw [show (3 / 2 : ℝ) - 1 = 1 / 2 by norm_num, ← Real.sqrt_eq_rpow,
      div_eq_iff (by positivity)]
    ring
  have e1 : F * (W / F) = W := by field_simp
  have e2 : 2 * (W - F * (W / F)) = 0 := by rw [e1]; ring
  have e3 : 2 * (W - F * 0) = 2 * W := by ring
  rw [barrierExponent, intervalIntegral.integral_eq_sub_of_hasDerivAt hd
    (Continuous.intervalIntegrable (by fun_prop) _ _), e2, e3,
    Real.zero_rpow (by norm_num), Real.mul_rpow (by norm_num) hW.le,
    rpow_three_halves (show (0 : ℝ) < 2 by norm_num)]
  ring
```

## (c) The growth rate of the exponent

**Task.** For $F,W>0$, show that
$$G'(W)=\frac{1}{d(W)} .$$

**Solution.** Differentiate the result of (b):
$$G'(W)=\frac{4\sqrt2}{3F}\cdot\frac32\sqrt W=\frac{2\sqrt{2W}}{F}=\frac1{d(W)} .$$
So $d(W)$ is the increase in barrier height that, to first order, adds one to the exponent.

The statement `HasDerivAt (barrierExponent F) (1 / decayEnergy F W) W` says this with the field held fixed. The closed form is known only for positive heights, so `h2` records that it agrees with $G$ near $W$, which is enough for a derivative.

```lean
/-- For positive field and barrier height, the exponent grows with the barrier height at the
rate `1 / d`. -/
theorem barrierExponent_hasDerivAt {F W : ℝ} (hF : 0 < F) (hW : 0 < W) :
    HasDerivAt (barrierExponent F) (1 / decayEnergy F W) W := by
  have h := (Real.hasDerivAt_rpow_const (x := W) (p := 3 / 2)
    (Or.inl hW.ne')).const_mul (4 * √2 / (3 * F))
  have h2 : barrierExponent F =ᶠ[𝓝 W] fun w => 4 * √2 / (3 * F) * w ^ (3 / 2 : ℝ) := by
    filter_upwards [lt_mem_nhds hW] with w hw
    rw [barrierExponent_eq hF hw]
    ring
  refine (h.congr_of_eventuallyEq h2).congr_deriv ?_
  rw [show (3 / 2 : ℝ) - 1 = 1 / 2 by norm_num, ← Real.sqrt_eq_rpow, decayEnergy,
    one_div_div, Real.sqrt_mul (show (0 : ℝ) ≤ 2 by norm_num)]
  ring
```

## (d) The exponent lies above its tangents

**Task.** For $F,a,b>0$, show that
$$G(a)+\frac{b-a}{d(a)}\le G(b).$$

**Solution.** Put $s=\sqrt a$ and $t=\sqrt b$. By (b), and with $1/d(a)=2\sqrt2\,s/F$,
$$G(b)-G(a)-\frac{b-a}{d(a)}=\frac{4\sqrt2}{3F}(t^3-s^3)-\frac{2\sqrt2\,s}{F}(t^2-s^2).$$
The right side is
$$\frac{2\sqrt2}{3F}\,(2t^3-3st^2+s^3)=\frac{2\sqrt2}{3F}\,(t-s)^2(2t+s)\ge0 .$$

The two `obtain` lines introduce $s$ and $t$. The fact `key` is the sign of the factored form, and the final `ring` checks the factorisation.

```lean
/-- For positive field, the exponent as a function of positive barrier height lies above each
of its tangents. -/
theorem tangent_le_barrierExponent {F a b : ℝ} (hF : 0 < F) (ha : 0 < a) (hb : 0 < b) :
    barrierExponent F a + (b - a) / decayEnergy F a ≤ barrierExponent F b := by
  rw [barrierExponent_eq hF ha, barrierExponent_eq hF hb, rpow_three_halves ha,
    rpow_three_halves hb, decayEnergy, div_div_eq_mul_div,
    Real.sqrt_mul (show (0 : ℝ) ≤ 2 by norm_num)]
  -- in terms of the square roots the difference is a perfect square times a positive factor
  obtain ⟨s, hs, rfl⟩ : ∃ s : ℝ, 0 < s ∧ s ^ 2 = a :=
    ⟨√a, Real.sqrt_pos.2 ha, Real.sq_sqrt ha.le⟩
  obtain ⟨t, ht, rfl⟩ : ∃ t : ℝ, 0 < t ∧ t ^ 2 = b :=
    ⟨√b, Real.sqrt_pos.2 hb, Real.sq_sqrt hb.le⟩
  rw [Real.sqrt_sq hs.le, Real.sqrt_sq ht.le, ← sub_nonneg]
  have key : 0 ≤ 2 * √2 / (3 * F) * ((t - s) ^ 2 * (2 * t + s)) := by positivity
  refine key.trans_eq ?_
  ring
```

## (e) The supply integral for a linear exponent

**Task.** For $d\ne0$ and real $\mu$, show that
$$\int_0^\mu e\,\exp(-e/d)\,de=d^2\left[1-\left(1+\frac\mu d\right)\exp(-\mu/d)\right].$$

**Solution.** The function $-(ed+d^2)\exp(-e/d)$ has derivative
$$\left(-d+\frac{ed+d^2}{d}\right)\exp(-e/d)=e\,\exp(-e/d).$$
Its value at $\mu$ minus its value at $0$ is $d^2-(\mu d+d^2)\exp(-\mu/d)$, which is the claim.

Here `d` is any nonzero number, not yet the scale of the barrier. The code proves the derivative in `h` and evaluates the ends; `linear_combination` does the algebra with $1/d$.

```lean
/-- The supply integral for an exponent linear in the depth `e`, with nonzero energy
scale `d`. -/
theorem integral_linear_exponent {d : ℝ} (hd : d ≠ 0) (μ : ℝ) :
    ∫ e in (0 : ℝ)..μ, e * Real.exp (-(e / d)) =
      d ^ 2 * (1 - (1 + μ / d) * Real.exp (-(μ / d))) := by
  have h : ∀ x ∈ Set.uIcc 0 μ,
      HasDerivAt (fun e : ℝ => -(d * e + d ^ 2) * Real.exp (-(e / d)))
        (x * Real.exp (-(x / d))) x := by
    intro x _
    have h1 := (((hasDerivAt_id' x).const_mul d).add_const (d ^ 2)).fun_neg
    have h2 := ((hasDerivAt_id' x).div_const d).fun_neg.exp
    refine (h1.fun_mul h2).congr_deriv ?_
    have h3 : (d * x + d ^ 2) * (1 / d) = x + d := by field_simp
    linear_combination Real.exp (-(x / d)) * h3
  rw [intervalIntegral.integral_eq_sub_of_hasDerivAt h
    (Continuous.intervalIntegrable (by fun_prop) _ _)]
  have h4 : d ^ 2 * (μ / d) = d * μ := by field_simp
  rw [zero_div, neg_zero, Real.exp_zero]
  linear_combination Real.exp (-(μ / d)) * h4
```

## (f) Integrability over the band

**Task.** For $F,\varphi>0$ and $\mu\ge0$, show that
$$\int_0^\mu \left|e\,\exp(-G(\varphi+e))\right|de<\infty .$$

**Solution.** On $[0,\mu]$ the height $\varphi+e$ is positive, so $G$ is differentiable there by (c) and therefore continuous. The integrand is then continuous on a bounded closed interval, hence integrable.

The Lean statement uses `IntervalIntegrable`, the condition needed to compare integrals in (g) and (i).

```lean
/-- For positive field and work function, the supply integrand is integrable over the band. -/
lemma supply_integrable {F φ μ : ℝ} (hF : 0 < F) (hφ : 0 < φ) (hμ : 0 ≤ μ) :
    IntervalIntegrable (fun e => e * Real.exp (-barrierExponent F (φ + e)))
      MeasureTheory.volume 0 μ := by
  apply ContinuousOn.intervalIntegrable
  intro e he
  rw [Set.uIcc_of_le hμ] at he
  have h := (barrierExponent_hasDerivAt hF (by linarith [he.1] : 0 < φ + e)).continuousAt
  have h2 : ContinuousAt (fun e => barrierExponent F (φ + e)) e :=
    ContinuousAt.comp (f := fun e => φ + e) (g := barrierExponent F) h (by fun_prop)
  exact (continuousAt_id.mul h2.neg.rexp).continuousWithinAt
```

## (g) An upper bound with the band depth

**Task.** For $F,\varphi>0$ and $\mu\ge0$, with $d=d(\varphi)$, show that
$$S\le \exp(-G(\varphi))\,d^2\left[1-\left(1+\frac\mu d\right)\exp(-\mu/d)\right].$$

**Solution.** Take the tangent at the Fermi level, that is (d) with $a=\varphi$ and $b=\varphi+e$:
$$G(\varphi+e)\ge G(\varphi)+\frac ed .$$
Multiplying by the weight $e\ge0$ gives
$$e\,\exp(-G(\varphi+e))\le \exp(-G(\varphi))\,e\,\exp(-e/d).$$
Integrate over $[0,\mu]$ and use (e).

The code first rewrites the right side as an integral by (e), then compares integrands with `integral_mono_on`; `ht` is the tangent inequality.

```lean
/-- Upper bound on the supply integral for a band of finite depth `μ ≥ 0`, at positive field
and work function. -/
theorem supplyIntegral_le {F φ μ : ℝ} (hF : 0 < F) (hφ : 0 < φ) (hμ : 0 ≤ μ) :
    supplyIntegral F φ μ ≤ Real.exp (-barrierExponent F φ) * (decayEnergy F φ ^ 2 *
      (1 - (1 + μ / decayEnergy F φ) * Real.exp (-(μ / decayEnergy F φ)))) := by
  have hd : 0 < decayEnergy F φ := by unfold decayEnergy; positivity
  rw [← integral_linear_exponent hd.ne', ← intervalIntegral.integral_const_mul]
  refine intervalIntegral.integral_mono_on hμ (supply_integrable hF hφ hμ)
    (Continuous.intervalIntegrable (by fun_prop) _ _) fun e he => ?_
  -- replace the exponent by its tangent at the Fermi level
  have ht := tangent_le_barrierExponent hF hφ (by linarith [he.1] : 0 < φ + e)
  rw [add_sub_cancel_left] at ht
  rw [mul_left_comm, ← Real.exp_add]
  exact mul_le_mul_of_nonneg_left (Real.exp_le_exp.2 (by linarith)) he.1
```

## (h) The strict bound

**Task.** Under the same hypotheses, show that
$$S<d(\varphi)^2\exp(-G(\varphi)).$$

**Solution.** With $d=d(\varphi)$, the bound in (g) falls short of $d^2\exp(-G(\varphi))$ by
$$\exp(-G(\varphi))\,d^2\left(1+\frac\mu d\right)\exp(-\mu/d)>0 .$$
This is positive even at $\mu=0$, where $S=0$.

Since $d(\varphi)^2=F^2/(8\varphi)$, the bound has the field dependence of the Fowler–Nordheim law. That name usually denotes an approximate formula for the current density, whereas this is an inequality for $S$, without the current's prefactor.

In the code `hp` is the positivity of the shortfall, and `linarith` combines it with (g).

```lean
/-- Fowler-Nordheim bound: for positive field and work function and any band depth `μ ≥ 0`,
the supply integral is less than `d² exp (-G(φ))`. -/
theorem fowler_nordheim_bound {F φ μ : ℝ} (hF : 0 < F) (hφ : 0 < φ) (hμ : 0 ≤ μ) :
    supplyIntegral F φ μ < decayEnergy F φ ^ 2 * Real.exp (-barrierExponent F φ) := by
  have hd : 0 < decayEnergy F φ := by unfold decayEnergy; positivity
  have h := supplyIntegral_le hF hφ hμ
  -- the finite depth of the band removes a positive amount
  have hp : 0 < Real.exp (-barrierExponent F φ) * (decayEnergy F φ ^ 2 *
      ((1 + μ / decayEnergy F φ) * Real.exp (-(μ / decayEnergy F φ)))) := by positivity
  linarith
```

## (i) A lower bound

**Task.** Under the same hypotheses, with $D=d(\varphi+\mu)$, show that
$$\exp(-G(\varphi))\,D^2\left[1-\left(1+\frac\mu D\right)\exp(-\mu/D)\right]\le S .$$

**Solution.** Now take the tangent at $a=\varphi+e$ and evaluate it at $b=\varphi$:
$$G(\varphi+e)-\frac{e}{d(\varphi+e)}\le G(\varphi).$$
The scale $d$ decreases with barrier height, so $d(\varphi+e)\ge D$ for $0\le e\le\mu$. Hence
$$G(\varphi+e)\le G(\varphi)+\frac{e}{d(\varphi+e)}\le G(\varphi)+\frac eD .$$
Multiply $\exp(-G(\varphi+e))\ge\exp(-G(\varphi))\exp(-e/D)$ by $e$, integrate, and use (e) with $D$ in place of $d$.

The two bounds do not close on each other at weak field: as $F\to0$ with $\varphi$ and $\mu>0$ fixed, the ratio of this bound to the one in (g) tends to $\varphi/(\varphi+\mu)$, the limit of $D^2/d(\varphi)^2$.

In the code `ht` is the tangent inequality, `hle` the monotonicity of the scale, and `hs` the resulting comparison of slopes.

```lean
/-- Lower bound on the supply integral, for positive field and work function and `μ ≥ 0`: the
expression in `supplyIntegral_le` with its energy scale taken at the bottom of the band. -/
theorem le_supplyIntegral {F φ μ : ℝ} (hF : 0 < F) (hφ : 0 < φ) (hμ : 0 ≤ μ) :
    Real.exp (-barrierExponent F φ) * (decayEnergy F (φ + μ) ^ 2 *
      (1 - (1 + μ / decayEnergy F (φ + μ)) * Real.exp (-(μ / decayEnergy F (φ + μ))))) ≤
      supplyIntegral F φ μ := by
  have hd : 0 < decayEnergy F (φ + μ) := by unfold decayEnergy; positivity
  rw [← integral_linear_exponent hd.ne', ← intervalIntegral.integral_const_mul]
  refine intervalIntegral.integral_mono_on hμ
    (Continuous.intervalIntegrable (by fun_prop) _ _) (supply_integrable hF hφ hμ)
    fun e he => ?_
  obtain ⟨he0, heμ⟩ := he
  -- the tangent at depth `e`, whose slope is at most that at the bottom of the band
  have ht := tangent_le_barrierExponent hF (by linarith : 0 < φ + e) hφ
  have hle : decayEnergy F (φ + μ) ≤ decayEnergy F (φ + e) := by
    unfold decayEnergy
    gcongr
  have hs : e / decayEnergy F (φ + e) ≤ e / decayEnergy F (φ + μ) :=
    div_le_div_of_nonneg_left he0 hd hle
  rw [show φ - (φ + e) = -e by ring, neg_div] at ht
  rw [mul_left_comm, ← Real.exp_add]
  exact mul_le_mul_of_nonneg_left (Real.exp_le_exp.2 (by linarith)) he0

end

end FowlerNordheim
```

```lean
#print axioms FowlerNordheim.fowler_nordheim_bound
#print axioms FowlerNordheim.le_supplyIntegral
```

```
'FowlerNordheim.fowler_nordheim_bound' depends on axioms: [propext, Classical.choice, Quot.sound]
'FowlerNordheim.le_supplyIntegral' depends on axioms: [propext, Classical.choice, Quot.sound]
```
